# Polynomial preconditioning cannot beat the energy-norm minimizer over the full Krylov space

Let $A$ be a real symmetric positive definite matrix, $Ax_*=b$, and $p$ a real polynomial of degree at most $d$. No iterate from the search space of $k$ conjugate-gradient steps on the preconditioned system $p(A)Ax=p(A)b$ has a smaller energy-norm error than the minimizer over the ordinary Krylov space of dimension index $k(d+1)$ with the same starting vector. The errors are equal only if the two iterates coincide.

Such systems arise, for example, from a discretised Poisson equation with fixed boundary values. In exact arithmetic, a polynomial preconditioner therefore does not lower the number of products with $A$ that conjugate gradients need to reach a given energy-norm error. It can still save other work, for instance inner products. With rounding, or with the error measured in another norm, this comparison need not hold.

## Inclusion and orthogonality

Let $x_0$ be the starting vector and $r_0=b-Ax_0$. Write $K_m(A,r)$ for the span of $A^i r$ with $i<m$, and $\|e\|_A=\sqrt{e^TAe}$ for the energy norm. A preconditioned iterate $y$ satisfies
$$y-x_0\in\operatorname{span}\{(p(A)A)^j\,p(A)r_0 : j<k\}.$$
The $j$-th vector is $q_j(A)r_0$ with $q_j=(pX)^jp$, where $X$ is the polynomial variable, and
$$\deg q_j\le j(d+1)+d=(j+1)(d+1)-1<k(d+1).$$
Hence $y-x_0$ lies in $K=K_{k(d+1)}(A,r_0)$. For $k\ge1$ and $p$ of degree exactly $d$, both constructions use powers of $A$ up to $k(d+1)-1$. This is where the count of matrix products comes from; the Lean theorems compare only spaces and errors.

Now let $x\in x_0+K$ be the Galerkin iterate, defined by $v^T(b-Ax)=0$ for all $v\in K$. Since $x-y\in K$ and $b-Ax=A(x_*-x)$, we have $(x-y)^TA(x_*-x)=0$. Expanding $x_*-y=(x_*-x)+(x-y)$ and using the symmetry of $A$ gives
$$\|x_*-y\|_A^2=\|x_*-x\|_A^2+\|x-y\|_A^2.$$
The last term is nonnegative and vanishes only for $y=x$, which proves the claim.

The iterate $x$ exists. Writing $x=x_0+u$, we need $u\in K$ with $v^TAu=v^Tr_0$ for all $v\in K$. The linear map taking $u$ to the functional $v\mapsto v^TAu$ is injective, because $u^TAu=0$ forces $u=0$. As $K$ and its dual have equal finite dimension, the map is also surjective. If $x'$ is a second Galerkin iterate, then $w=x'-x\in K$ satisfies $w^TAw=w^T(b-Ax)-w^T(b-Ax')=0$, so $x'=x$.

## A two-by-two system with a strict loss

Take $A=\operatorname{diag}(1,\tfrac12)$, $b=(1,1)$ and $x_0=0$, so $x_*=(1,2)$. Truncating the Neumann series of $A^{-1}$ after its linear term gives $p(A)=1+(1-A)=\operatorname{diag}(1,\tfrac32)$, with $d=1$. One preconditioned step yields $y=c\,(1,\tfrac32)$, and
$$\|x_*-y\|_A^2=(1-c)^2+\tfrac12\left(2-\tfrac32c\right)^2=\tfrac{17}{8}\left(c-\tfrac{20}{17}\right)^2+\tfrac1{17}.$$
The error is at least $1/\sqrt{17}\approx0.24$. The space $K_2(A,b)$ contains $3b-2Ab=(1,2)$, the exact solution.

## Spaces, norm and iterate in Lean

Vectors are functions `n → ℝ` on a finite index type.

```lean
import Mathlib

open Matrix Polynomial

namespace PolynomialPreconditioning

noncomputable section

variable {n : Type*} [Fintype n] [DecidableEq n]
```

The Krylov space is a span, so its generators may be linearly dependent.

```lean
/-- The Krylov space `K_m(A, r)`, spanned by `A^i r` for `i < m`. -/
def krylov (A : Matrix n n ℝ) (r : n → ℝ) (m : ℕ) : Submodule ℝ (n → ℝ) :=
  Submodule.span ℝ (Set.range fun i : Fin m => (A ^ (i : ℕ)) *ᵥ r)
```

The preconditioned space is the same construction for another matrix and vector; `aeval A p` is $p(A)$.

```lean
/-- The search space of `k` steps on the preconditioned system `p(A) A x = p(A) b`:
the span of `(p(A) A)^j p(A) r` for `j < k`. -/
def precondKrylov (A : Matrix n n ℝ) (p : ℝ[X]) (r : n → ℝ) (k : ℕ) :
    Submodule ℝ (n → ℝ) :=
  krylov (aeval A p * A) (aeval A p *ᵥ r) k

/-- The energy norm `√(e · A e)` of a vector, for positive semidefinite `A`. -/
def energyNorm (A : Matrix n n ℝ) (e : n → ℝ) : ℝ := √(e ⬝ᵥ A *ᵥ e)
```

The iterate is specified by its orthogonality condition, not by an algorithm. Conjugate gradients compute it when there is no rounding, which the model leaves out.

```lean
/-- `x` lies in `x₀ + K_m(A, r₀)`, with `r₀ = b - A x₀`, and its residual is orthogonal
to `K_m(A, r₀)`. -/
def IsGalerkinIterate (A : Matrix n n ℝ) (b x₀ : n → ℝ) (m : ℕ) (x : n → ℝ) : Prop :=
  x - x₀ ∈ krylov A (b - A *ᵥ x₀) m ∧
    ∀ v ∈ krylov A (b - A *ᵥ x₀) m, v ⬝ᵥ (b - A *ᵥ x) = 0
```

## The degree count

A polynomial in $A$ is expanded into its coefficients, and each term is a multiple of a generator.

```lean
/-- A polynomial in `A` of degree below `m`, applied to `r`, gives a vector of `K_m(A, r)`. -/
theorem aeval_mulVec_mem_krylov (A : Matrix n n ℝ) (r : n → ℝ) {q : ℝ[X]} {m : ℕ}
    (hq : q.natDegree < m) : aeval A q *ᵥ r ∈ krylov A r m := by
  have hsum : ∀ s : Finset ℕ, (∑ i ∈ s, q.coeff i • A ^ i) *ᵥ r
      = ∑ i ∈ s, q.coeff i • (A ^ i *ᵥ r) := by
    intro s
    induction s using Finset.induction_on with
    | empty => simp
    | insert a s ha ih =>
      rw [Finset.sum_insert ha, Finset.sum_insert ha, Matrix.add_mulVec, ih,
        Matrix.smul_mulVec]
  rw [Polynomial.aeval_eq_sum_range' hq, hsum]
  exact Submodule.sum_mem _ fun i hi => Submodule.smul_mem _ _
    (Submodule.subset_span ⟨⟨i, Finset.mem_range.1 hi⟩, rfl⟩)
```

Here `h1` and `h2` bound the degrees of $pX$ and $(pX)^j$, `h3` adds the final factor $p$, and `omega` combines the bounds.

```lean
/-- For `p` of degree at most `d`, the search space of `k` preconditioned steps lies in
the ordinary Krylov space `K_{k(d+1)}(A, r)`. -/
theorem precondKrylov_le (A : Matrix n n ℝ) (r : n → ℝ) {p : ℝ[X]} {d : ℕ}
    (hp : p.natDegree ≤ d) (k : ℕ) :
    precondKrylov A p r k ≤ krylov A r (k * (d + 1)) := by
  refine Submodule.span_le.2 ?_
  rintro _ ⟨j, rfl⟩
  -- the `j`-th vector is `q(A) r` with `q = (p X)^j p`; count its degree
  have h1 : (p * X).natDegree ≤ d + 1 :=
    Polynomial.natDegree_mul_le.trans (Nat.add_le_add hp Polynomial.natDegree_X_le)
  have h2 : ((p * X) ^ (j : ℕ)).natDegree ≤ j * (d + 1) :=
    Polynomial.natDegree_pow_le.trans (Nat.mul_le_mul_left _ h1)
  have h3 := Polynomial.natDegree_mul_le (p := (p * X) ^ (j : ℕ)) (q := p)
  have h4 : ((j : ℕ) + 1) * (d + 1) ≤ k * (d + 1) := Nat.mul_le_mul_right _ j.2
  rw [add_mul, one_mul] at h4
  have h := aeval_mulVec_mem_krylov A r (q := (p * X) ^ (j : ℕ) * p)
    (m := k * (d + 1)) (by omega)
  simpa only [map_mul, map_pow, Polynomial.aeval_X, Matrix.mulVec_mulVec,
    SetLike.mem_coe] using h
```

## Existence through the dual space

The hypothesis `A.PosDef` includes symmetry and supplies positive energy.

```lean
omit [DecidableEq n] in
/-- For positive definite `A`, every nonzero vector has positive energy `e · A e`. -/
theorem energy_pos {A : Matrix n n ℝ} (hA : A.PosDef) {e : n → ℝ} (he : e ≠ 0) :
    0 < e ⬝ᵥ A *ᵥ e := by
  simpa only [star_trivial] using hA.dotProduct_mulVec_pos he
```

The existence proof turns on `LinearMap.injective_iff_surjective_of_finrank_eq_finrank`: between spaces of equal finite dimension, an injective linear map is surjective. `LinearMap.mk₂` builds the energy form as a map `T` from $K$ to its dual, and `Subspace.dual_finrank_eq` supplies the equal dimensions. Working on $K$ itself avoids choosing a basis, whereas the Gram matrix of dependent Krylov vectors would be singular. `LinearMap.congr_fun` then evaluates `T u = f` at each $v$, which gives the Galerkin equations.

```lean
/-- For positive definite `A` there is exactly one Galerkin iterate in each Krylov space. -/
theorem existsUnique_galerkin {A : Matrix n n ℝ} (hA : A.PosDef) (b x₀ : n → ℝ) (m : ℕ) :
    ∃! x, IsGalerkinIterate A b x₀ m x := by
  let K := krylov A (b - A *ᵥ x₀) m
  -- the energy form on `K` is injective as a map into the dual, hence surjective
  let T : K →ₗ[ℝ] Module.Dual ℝ K :=
    LinearMap.mk₂ ℝ (fun u v : K => (v : n → ℝ) ⬝ᵥ A *ᵥ (u : n → ℝ))
      (fun u u' v => by simp [Matrix.mulVec_add, dotProduct_add])
      (fun c u v => by simp [Matrix.mulVec_smul])
      (fun _ _ _ => add_dotProduct _ _ _) (fun _ _ _ => smul_dotProduct _ _ _)
  have inj : Function.Injective T := by
    refine (injective_iff_map_eq_zero T).2 fun u hu => ?_
    by_contra hne
    have h0 : (u : n → ℝ) ⬝ᵥ A *ᵥ (u : n → ℝ) = 0 := LinearMap.congr_fun hu u
    exact (energy_pos hA fun h => hne (Subtype.ext h)).ne' h0
  have surj : Function.Surjective T :=
    (LinearMap.injective_iff_surjective_of_finrank_eq_finrank
      Subspace.dual_finrank_eq.symm).1 inj
  let f : Module.Dual ℝ K :=
    { toFun := fun v => (v : n → ℝ) ⬝ᵥ (b - A *ᵥ x₀)
      map_add' := fun _ _ => add_dotProduct _ _ _
      map_smul' := fun _ _ => smul_dotProduct _ _ _ }
  obtain ⟨u, hu⟩ := surj f
  have hx : IsGalerkinIterate A b x₀ m (x₀ + u) := by
    refine ⟨by rw [add_sub_cancel_left]; exact u.2, fun v hv => ?_⟩
    have h : v ⬝ᵥ A *ᵥ (u : n → ℝ) = v ⬝ᵥ (b - A *ᵥ x₀) := LinearMap.congr_fun hu ⟨v, hv⟩
    rw [Matrix.mulVec_add, ← sub_sub, dotProduct_sub, h, sub_self]
  refine ⟨_, hx, fun y hy => ?_⟩
  by_contra hne
  have hw := Submodule.sub_mem _ hy.1 hx.1
  rw [sub_sub_sub_cancel_right] at hw
  have h1 := hx.2 _ hw
  have h2 := hy.2 _ hw
  have h3 := energy_pos hA (sub_ne_zero.2 hne)
  rw [dotProduct_sub] at h1 h2
  rw [Matrix.mulVec_sub, dotProduct_sub] at h3
  linarith
```

## Optimality and the comparison

`h1` and `h2` are the two vanishing cross terms, and `P` is the Pythagoras identity.

```lean
/-- For positive definite `A` and `A x* = b`, the Galerkin iterate `x` has the least energy
norm error in `x₀ + K_m(A, r₀)`, and `y` in that set has the same error only if `y = x`. -/
theorem galerkin_optimal {A : Matrix n n ℝ} (hA : A.PosDef) {b x₀ xs x y : n → ℝ} {m : ℕ}
    (hxs : A *ᵥ xs = b) (hx : IsGalerkinIterate A b x₀ m x)
    (hy : y - x₀ ∈ krylov A (b - A *ᵥ x₀) m) :
    energyNorm A (xs - x) ≤ energyNorm A (xs - y) ∧
      (energyNorm A (xs - y) = energyNorm A (xs - x) ↔ y = x) := by
  have hsq : ∀ e, energyNorm A e ^ 2 = e ⬝ᵥ A *ᵥ e := fun e => Real.sq_sqrt (by
    simpa only [star_trivial] using hA.posSemidef.dotProduct_mulVec_nonneg e)
  have hw := Submodule.sub_mem _ hx.1 hy
  rw [sub_sub_sub_cancel_right] at hw
  have h1 : (x - y) ⬝ᵥ A *ᵥ (xs - x) = 0 := by
    rw [Matrix.mulVec_sub, hxs]
    exact hx.2 _ hw
  have hT : Aᵀ = A := by
    rw [← Matrix.conjTranspose_eq_transpose_of_trivial]
    exact hA.isHermitian
  have h2 : (xs - x) ⬝ᵥ A *ᵥ (x - y) = 0 := by
    rw [Matrix.dotProduct_mulVec, ← Matrix.mulVec_transpose, hT, dotProduct_comm, h1]
  -- Pythagoras in the energy inner product
  have P : energyNorm A (xs - y) ^ 2
      = energyNorm A (xs - x) ^ 2 + energyNorm A (x - y) ^ 2 := by
    rw [hsq, hsq, hsq, ← sub_add_sub_cancel xs x y, Matrix.mulVec_add, add_dotProduct,
      dotProduct_add, dotProduct_add, h1, h2]
    ring
  have p1 : 0 ≤ energyNorm A (xs - x) := Real.sqrt_nonneg _
  have p2 : 0 ≤ energyNorm A (xs - y) := Real.sqrt_nonneg _
  refine ⟨by nlinarith [sq_nonneg (energyNorm A (x - y))], fun h => ?_, fun h => by rw [h]⟩
  by_contra hne
  have h3 := energy_pos hA (sub_ne_zero.2 (Ne.symm hne))
  rw [← hsq] at h3
  rw [h] at P
  linarith
```

Conversely, a minimizer has the same error as the Galerkin iterate, so the equality case identifies the two.

```lean
/-- For positive definite `A` and `A x* = b`, the Galerkin iterate is the same thing as the
minimizer of the energy norm error over `x₀ + K_m(A, r₀)`. -/
theorem galerkin_iff_minimizer {A : Matrix n n ℝ} (hA : A.PosDef) {b x₀ xs x : n → ℝ}
    {m : ℕ} (hxs : A *ᵥ xs = b) :
    IsGalerkinIterate A b x₀ m x ↔ x - x₀ ∈ krylov A (b - A *ᵥ x₀) m ∧
      ∀ y, y - x₀ ∈ krylov A (b - A *ᵥ x₀) m →
        energyNorm A (xs - x) ≤ energyNorm A (xs - y) := by
  refine ⟨fun h => ⟨h.1, fun y hy => (galerkin_optimal hA hxs h hy).1⟩, fun h => ?_⟩
  obtain ⟨g, hg, -⟩ := existsUnique_galerkin hA b x₀ m
  have ho := galerkin_optimal hA hxs hg h.1
  rw [ho.2.1 (le_antisymm (h.2 g hg.1) ho.1)]
  exact hg
```

The main theorem applies optimality to $y$ after the inclusion of spaces. It does not require $p(A)$ to be positive definite or even invertible, and it covers every $y$ in the search space, however chosen.

```lean
/-- Let `A` be positive definite, `A x* = b` and `p` of degree at most `d`. No iterate `y` of
`k` preconditioned steps has a smaller energy norm error than the Galerkin iterate `x` of
`K_{k(d+1)}(A, r₀)`, and the errors are equal only if `y = x`. -/
theorem polynomial_preconditioning_no_gain {A : Matrix n n ℝ} (hA : A.PosDef)
    {b x₀ xs x y : n → ℝ} {p : ℝ[X]} {d k : ℕ} (hxs : A *ᵥ xs = b) (hp : p.natDegree ≤ d)
    (hx : IsGalerkinIterate A b x₀ (k * (d + 1)) x)
    (hy : y - x₀ ∈ precondKrylov A p (b - A *ᵥ x₀) k) :
    energyNorm A (xs - x) ≤ energyNorm A (xs - y) ∧
      (energyNorm A (xs - y) = energyNorm A (xs - x) ↔ y = x) :=
  galerkin_optimal hA hxs hx (precondKrylov_le A _ hp k hy)
```

## The example in Lean

```lean
/-- The diagonal matrix with entries `1` and `1/2`. -/
def modelA : Matrix (Fin 2) (Fin 2) ℝ := !![1, 0; 0, 1 / 2]
```

The proof writes $(1,2)$ as $3b-2Ab$, reduces the preconditioned space to a line in `hline`, and gives `nlinarith` the square completed above.

```lean
/-- For `modelA`, `b = (1, 1)` and `x₀ = 0`, the Galerkin iterate of `K_2` is the exact solution
`(1, 2)`, while every iterate of one step preconditioned by the truncated Neumann series
`p(A) = 1 + (1 - A)` has a positive error. -/
theorem neumann_strictly_worse :
    modelA.PosDef ∧ modelA *ᵥ ![1, 2] = ![1, 1] ∧
      IsGalerkinIterate modelA ![1, 1] 0 2 ![1, 2] ∧
      ∀ y ∈ precondKrylov modelA (1 + (1 - X)) ![1, 1] 1,
        0 < energyNorm modelA (![1, 2] - y) := by
  have hsol : modelA *ᵥ ![1, 2] = ![1, 1] := by
    ext i
    fin_cases i <;> simp [modelA, Matrix.mulVec, dotProduct, Fin.sum_univ_two]
  refine ⟨?_, hsol, ⟨?_, fun v _ => by rw [hsol, sub_self, dotProduct_zero]⟩, ?_⟩
  · rw [Matrix.posDef_iff_dotProduct_mulVec]
    refine ⟨?_, ?_⟩
    · ext i j
      fin_cases i <;> fin_cases j <;> simp [modelA]
    · intro x hx
      have e : star x ⬝ᵥ modelA *ᵥ x = x 0 ^ 2 + x 1 ^ 2 / 2 := by
        simp only [star_trivial, modelA, Matrix.mulVec, dotProduct, Fin.sum_univ_two,
          Matrix.of_apply, Matrix.cons_val_zero, Matrix.cons_val_one]
        ring
      rw [e]
      by_cases h0 : x 0 = 0
      · have h1 : x 1 ≠ 0 := fun h1 => hx (by
          ext i
          fin_cases i
          · exact h0
          · exact h1)
        positivity
      · positivity
  · -- the exact solution is `3 b - 2 A b`
    rw [Matrix.mulVec_zero, sub_zero, sub_zero]
    have h0 : modelA ^ 0 *ᵥ ![1, 1] ∈ krylov modelA ![1, 1] 2 :=
      Submodule.subset_span ⟨⟨0, by omega⟩, rfl⟩
    have h1 : modelA ^ 1 *ᵥ ![1, 1] ∈ krylov modelA ![1, 1] 2 :=
      Submodule.subset_span ⟨⟨1, by omega⟩, rfl⟩
    have e : (![1, 2] : Fin 2 → ℝ)
        = (3 : ℝ) • (modelA ^ 0 *ᵥ ![1, 1]) - (2 : ℝ) • (modelA ^ 1 *ᵥ ![1, 1]) := by
      rw [pow_zero, pow_one, Matrix.one_mulVec]
      ext i
      fin_cases i <;> simp [modelA] <;> norm_num
    rw [e]
    exact Submodule.sub_mem _ (Submodule.smul_mem _ _ h0) (Submodule.smul_mem _ _ h1)
  · intro y hy
    have hb : modelA *ᵥ ![1, 1] = ![1, 1 / 2] := by
      ext i
      fin_cases i <;> simp [modelA, Matrix.mulVec, dotProduct, Fin.sum_univ_two]
    have key : aeval modelA (1 + (1 - X) : ℝ[X]) *ᵥ ![1, 1] = ![1, 3 / 2] := by
      rw [map_add, map_sub, map_one, Polynomial.aeval_X, Matrix.add_mulVec,
        Matrix.sub_mulVec, Matrix.one_mulVec, hb]
      ext i
      fin_cases i <;> simp
      norm_num
    -- the one-step search space is the line through `(1, 3/2)`
    have hline : y ∈ Submodule.span ℝ {(![1, 3 / 2] : Fin 2 → ℝ)} := by
      refine Submodule.span_le.2 ?_ hy
      rintro _ ⟨i, rfl⟩
      have hi : (i : ℕ) = 0 := Nat.lt_one_iff.1 i.2
      simp only [hi, pow_zero, Matrix.one_mulVec, key]
      exact Submodule.mem_span_singleton_self _
    obtain ⟨c, rfl⟩ := Submodule.mem_span_singleton.1 hline
    refine Real.sqrt_pos.2 ?_
    simp only [modelA, Matrix.mulVec, dotProduct, Fin.sum_univ_two, Matrix.of_apply,
      Matrix.cons_val_zero, Matrix.cons_val_one, Pi.sub_apply, Pi.smul_apply, smul_eq_mul]
    nlinarith [sq_nonneg (c - 20 / 17)]

end

end PolynomialPreconditioning
```

```lean
#print axioms PolynomialPreconditioning.galerkin_iff_minimizer
#print axioms PolynomialPreconditioning.polynomial_preconditioning_no_gain
#print axioms PolynomialPreconditioning.neumann_strictly_worse
```

```
'PolynomialPreconditioning.galerkin_iff_minimizer' depends on axioms: [propext, Classical.choice, Quot.sound]
'PolynomialPreconditioning.polynomial_preconditioning_no_gain' depends on axioms: [propext, Classical.choice, Quot.sound]
'PolynomialPreconditioning.neumann_strictly_worse' depends on axioms: [propext, Classical.choice, Quot.sound]
```
